# Momentum conservation equates the angle- and square-bracket forms of a four-leg spinor ratio when $s_{02}\neq 0$

## Spinors, brackets and bispinor momenta

A spinor is a column $a=(a_0,a_1)^T\in\mathbb{C}^2$. A leg is an external particle of a scattering process, and a massless leg $i$ carries two spinors, a left-handed $l_i$ and a right-handed $r_i$. Four legs are numbered $0,1,2,3$, as in the Lean formulas. The comments inside the code use the same numbering.

```lean
import Mathlib

open Matrix ComplexConjugate

namespace SpinorHelicityCrossing

noncomputable section

/-- A two-component Weyl spinor. -/
abbrev Spinor := Fin 2 → ℂ
```

The bracket of two spinors is the determinant of the matrix that has them as columns, $\det(a,b)=a_0b_1-b_0a_1$. It is antisymmetric and vanishes exactly when $a$ and $b$ are linearly dependent. Write $\langle ij\rangle=\det(l_i,l_j)$ and $[ij]=\det(r_i,r_j)$. One Lean function `br` serves for both, with the same sign convention, and handedness is recorded only by which family the arguments come from.

```lean
/-- The spinor bracket: the determinant of the matrix whose columns are the two spinors.
It is `⟨ij⟩` on left-handed and `[ij]` on right-handed spinors. -/
def br (a b : Spinor) : ℂ := (!![a 0, b 0; a 1, b 1]).det
```

The momentum of a leg is the outer product $p=l\,r^T$, with entries $p_{xy}=l_xr_y$, which Mathlib calls `vecMulVec`. A four-vector $(p^0,\mathbf p)$ corresponds to the matrix $p^0\mathbb{1}-\mathbf p\cdot\boldsymbol\sigma$, with $\boldsymbol\sigma$ the Pauli matrices, and its determinant is $(p^0)^2-\mathbf p^2$. The minus sign goes with calling $l$ left-handed. An outer product has zero determinant, so every leg is massless by construction. Because $l$ and $r$ are independent, the momentum is in general complex.

```lean
/-- The momentum bispinor `l rᵀ` of a massless leg. -/
def momentum (l r : Spinor) : Matrix (Fin 2) (Fin 2) ℂ := vecMulVec l r
```

## Conservation, invariants and energy signs

All legs are counted in the same direction, say incoming, so a physically outgoing particle appears with negative energy and conservation of energy and momentum reads $\sum_i l_ir_i^T=0$. This matrix equation is postulated and stands for translation invariance of the process. The index type `ι` is any finite set of legs.

```lean
/-- Momentum conservation: the bispinors of all legs sum to zero. -/
def Conserved {ι : Type*} [Fintype ι] (l r : ι → Spinor) : Prop :=
  ∑ i, momentum (l i) (r i) = 0
```

The Mandelstam invariant is the Minkowski square of a pair momentum, $s_{ij}=(p_i+p_j)^2$, which in matrix language is $\det(p_i+p_j)$.

```lean
/-- The Mandelstam invariant `s_ij = det (p_i + p_j)`. -/
def mandelstam {ι : Type*} (l r : ι → Spinor) (i j : ι) : ℂ :=
  (momentum (l i) (r i) + momentum (l j) (r j)).det
```

Real momenta correspond to Hermitian matrices. They arise from $r_i=\varepsilon_i\,\overline{l_i}$ with $\varepsilon_i$ real and the bar denoting componentwise complex conjugation. Then $p_i=\varepsilon_i\,l_il_i^\dagger$ and the energy is $p_i^0=\tfrac12\operatorname{tr}p_i=\tfrac12\varepsilon_i|l_i|^2$, so $\varepsilon_i=\pm1$ is the sign of the energy. This convention puts the whole sign on the right-handed spinor.

```lean
/-- The right-handed spinors `r_i = ε_i conj l_i` of real momenta with energy signs `ε_i`. -/
def realPartner {ι : Type*} (ε : ι → ℝ) (l : ι → Spinor) : ι → Spinor :=
  fun i x => (ε i : ℂ) * conj (l i x)
```

## The factorisation $s_{ij}=\langle ij\rangle[ij]$

The first lemma records the component form of the bracket, which turns each later identity into one between polynomials in the components.

```lean
/-- The bracket in components. -/
theorem br_eq (a b : Spinor) : br a b = a 0 * b 1 - b 0 * a 1 := by
  rw [br, Matrix.det_fin_two_of]
```

The pair momentum is a product of two $2\times2$ matrices,
$$p_i+p_j=l_ir_i^T+l_jr_j^T=(l_i,l_j)\,(r_i,r_j)^T ,$$
and the determinant is multiplicative, so $s_{ij}=\langle ij\rangle[ij]$. No conservation is needed. Both factors change sign under $i\leftrightarrow j$, hence $s_{ij}=s_{ji}$ and $s_{ii}=0$. With the bracket orientation fixed above the second factor is $[ij]$ and not $[ji]$. The Lean proof expands both sides into components and lets `ring` compare them.

```lean
/-- The Mandelstam invariant factorises as `s_ij = ⟨ij⟩[ij]`. -/
theorem mandelstam_eq {ι : Type*} (l r : ι → Spinor) (i j : ι) :
    mandelstam l r i j = br (l i) (l j) * br (r i) (r j) := by
  simp only [mandelstam, momentum, Matrix.det_fin_two, Matrix.add_apply, vecMulVec_apply, br_eq]
  ring
```

## Contracting the conservation law

Let $J=\begin{pmatrix}0&1\\-1&0\end{pmatrix}$, so that $\det(a,b)=a^TJb$. For arbitrary spinors $a$ and $b$ put $\langle a\,i\rangle=\det(a,l_i)$ and $[i\,b]=\det(r_i,b)$. Then
$$\sum_i\langle a\,i\rangle[i\,b]=\sum_i a^TJ\,l_i\,r_i^TJ\,b=a^TJ\Big(\sum_i l_ir_i^T\Big)Jb=0 .$$
With $P_{xy}=\sum_i (l_i)_x(r_i)_y$ the middle expression is $a_0b_1P_{10}-a_0b_0P_{11}-a_1b_1P_{00}+a_1b_0P_{01}$. In the proof, `e` states that each $P_{xy}$ vanishes, the first step of the `calc` is this four-term expansion, and the second inserts the zeros. The statement holds for any finite number of legs.

```lean
/-- For any number of legs, momentum conservation gives `∑ i ⟨a i⟩[i b] = 0` for arbitrary
reference spinors `a` and `b`. -/
theorem contracted_conservation {ι : Type*} [Fintype ι] {l r : ι → Spinor}
    (h : Conserved l r) (a b : Spinor) : ∑ i, br a (l i) * br (r i) b = 0 := by
  -- the four components of the conservation law
  have e : ∀ x y, ∑ i, l i x * r i y = 0 := by
    intro x y
    have hxy : (∑ i, momentum (l i) (r i)) x y = 0 := congrFun (congrFun h x) y
    simpa [Matrix.sum_apply, momentum, vecMulVec_apply] using hxy
  calc ∑ i, br a (l i) * br (r i) b
      = a 0 * b 1 * (∑ i, l i 1 * r i 0) - a 0 * b 0 * (∑ i, l i 1 * r i 1)
        - a 1 * b 1 * (∑ i, l i 0 * r i 0) + a 1 * b 0 * (∑ i, l i 0 * r i 1) := by
        simp only [br_eq, Finset.mul_sum, ← Finset.sum_sub_distrib, ← Finset.sum_add_distrib]
        exact Finset.sum_congr rfl fun i _ => by ring
    _ = 0 := by simp only [e]; ring
```

## Relations among the four-leg invariants

Take $a=l_k$ and $b=r_k$ for one leg $k$. Each term is $\langle ki\rangle[ik]=-s_{ki}$ and the term $i=k$ vanishes, so $\sum_{i\ne k}s_{ki}=0$:
$$\begin{aligned}
s_{01}+s_{02}+s_{03}&=0, & s_{01}+s_{12}+s_{13}&=0,\\
s_{02}+s_{12}+s_{23}&=0, & s_{03}+s_{13}+s_{23}&=0 .
\end{aligned}$$
The first is the massless relation $s+t+u=0$, with $s=s_{01}$, $t=s_{02}$, $u=s_{03}$. The equations for $k=0,1$ minus those for $k=2,3$ leave $2s_{01}-2s_{23}=0$, and the equations for $k=0,2$ minus those for $k=1,3$ leave $2s_{02}-2s_{13}=0$. In Lean `c0` to `c3` are the four contractions. Each carries the overall minus sign found above, which accounts for the coefficients $-1/2$ and $-1$ given to `linear_combination`.

```lean
/-- Four massless legs with conserved momentum obey `s₀₁ = s₂₃`, `s₀₂ = s₁₃` and `s₀₁ + s₀₂ + s₀₃ =
0`. -/
theorem mandelstam_relations {l r : Fin 4 → Spinor} (h : Conserved l r) :
    mandelstam l r 0 1 = mandelstam l r 2 3 ∧ mandelstam l r 0 2 = mandelstam l r 1 3 ∧
      mandelstam l r 0 1 + mandelstam l r 0 2 + mandelstam l r 0 3 = 0 := by
  -- contract with the two spinors of one and the same leg
  have c0 := contracted_conservation h (l 0) (r 0)
  have c1 := contracted_conservation h (l 1) (r 1)
  have c2 := contracted_conservation h (l 2) (r 2)
  have c3 := contracted_conservation h (l 3) (r 3)
  simp only [Fin.sum_univ_four, br_eq] at c0 c1 c2 c3
  simp only [mandelstam_eq, br_eq]
  refine ⟨?_, ?_, ?_⟩
  · linear_combination (-1 / 2 : ℂ) * (c0 + c1 - c2 - c3)
  · linear_combination (-1 / 2 : ℂ) * (c0 + c2 - c1 - c3)
  · linear_combination (-1 : ℂ) * c0
```

## The identity without denominators

Contracting with spinors of two different legs removes both legs from the sum. For $a=l_0$, $b=r_3$ the terms $i=0$ and $i=3$ contain $\langle00\rangle$ and $[33]$, which leaves $\langle01\rangle[13]+\langle02\rangle[23]=0$. For $a=l_1$, $b=r_2$ there remains $\langle10\rangle[02]+\langle13\rangle[32]=0$, and antisymmetry flips both terms. Thus
$$\text{(A)}\quad\langle01\rangle[13]=-\langle02\rangle[23],\qquad\text{(B)}\quad\langle01\rangle[02]=-\langle13\rangle[23].$$
Multiplying left sides and right sides gives
$$\langle01\rangle^2\,[02][13]=[23]^2\,\langle02\rangle\langle13\rangle ,$$
valid for every conserved configuration, including those with vanishing brackets. The hypotheses `A` and `B` in the proof are these two equations. Their product is formed linearly, as $\langle01\rangle[02]$ times (A) minus $\langle02\rangle[23]$ times (B), in which the cross term $\langle01\rangle[02]\langle02\rangle[23]$ cancels.

```lean
/-- For four legs with conserved momentum, `⟨01⟩² [02][13] = [23]² ⟨02⟩⟨13⟩`. -/
theorem crossing_polynomial {l r : Fin 4 → Spinor} (h : Conserved l r) :
    br (l 0) (l 1) ^ 2 * (br (r 0) (r 2) * br (r 1) (r 3)) =
      br (r 2) (r 3) ^ 2 * (br (l 0) (l 2) * br (l 1) (l 3)) := by
  -- each contraction removes two of the four legs
  have A : br (l 0) (l 1) * br (r 1) (r 3) = -(br (l 0) (l 2) * br (r 2) (r 3)) := by
    have c := contracted_conservation h (l 0) (r 3)
    simp only [Fin.sum_univ_four, br_eq] at c ⊢
    linear_combination c
  have B : br (l 0) (l 1) * br (r 0) (r 2) = -(br (l 1) (l 3) * br (r 2) (r 3)) := by
    have c := contracted_conservation h (l 1) (r 2)
    simp only [Fin.sum_univ_four, br_eq] at c ⊢
    linear_combination (-1 : ℂ) * c
  linear_combination (br (l 0) (l 1) * br (r 0) (r 2)) * A
    - (br (l 0) (l 2) * br (r 2) (r 3)) * B
```

## The ratio for complex momenta

Suppose $\langle02\rangle\ne0$ and $[02]\ne0$, that is $s_{02}\ne0$. Since $\langle13\rangle[13]=s_{13}=s_{02}$, both $\langle13\rangle$ and $[13]$ are nonzero as well, and dividing the polynomial identity by $\langle02\rangle\langle13\rangle[02][13]$ gives
$$\frac{\langle01\rangle^2}{\langle02\rangle\langle13\rangle}=\frac{[23]^2}{[02][13]} .$$
The theorem `crossing` says this for any eight spinors `l r : Fin 4 → Spinor`. Its hypotheses are conservation `h` and the two conditions `hl` and `hr`, which together keep the configuration off the pole $s_{02}=0$. Its conclusion has three parts: $\langle13\rangle\ne0$, $[13]\ne0$, and the equality. Only two of the four denominator brackets are assumed nonzero. No relation between $l_i$ and $r_i$ is imposed, so no energy sign enters and the statement applies however a negative energy is distributed over the two spinors. In the proof `hs` is $s_{02}=s_{13}$ in bracket form, `hne` transfers the non-vanishing, and `div_eq_div_iff` cross-multiplies to reach `crossing_polynomial`.

```lean
/-- For four legs with conserved complex momenta and `⟨02⟩, [02] ≠ 0`, the brackets `⟨13⟩` and
`[13]` are nonzero and `⟨01⟩²/(⟨02⟩⟨13⟩) = [23]²/([02][13])`. -/
theorem crossing {l r : Fin 4 → Spinor} (h : Conserved l r)
    (hl : br (l 0) (l 2) ≠ 0) (hr : br (r 0) (r 2) ≠ 0) :
    br (l 1) (l 3) ≠ 0 ∧ br (r 1) (r 3) ≠ 0 ∧
      br (l 0) (l 1) ^ 2 / (br (l 0) (l 2) * br (l 1) (l 3)) =
        br (r 2) (r 3) ^ 2 / (br (r 0) (r 2) * br (r 1) (r 3)) := by
  have hs := (mandelstam_relations h).2.1
  rw [mandelstam_eq, mandelstam_eq] at hs
  -- `s₁₃ = s₀₂ ≠ 0`
  have hne : br (l 1) (l 3) * br (r 1) (r 3) ≠ 0 := by
    rw [← hs]
    exact mul_ne_zero hl hr
  have hl' := left_ne_zero_of_mul hne
  have hr' := right_ne_zero_of_mul hne
  refine ⟨hl', hr', ?_⟩
  rw [div_eq_div_iff (mul_ne_zero hl hl') (mul_ne_zero hr hr')]
  exact crossing_polynomial h
```

For complex momenta `hr` is independent of `hl`. Take all $r_i=(1,0)^T$, so that conservation means $\sum_il_i=0$, and choose $l_0=(1,0)^T$, $l_1=(0,1)^T$, $l_2=(1,1)^T$, $l_3=(-2,-2)^T$. Then $\langle01\rangle=1$, $\langle02\rangle=1$, $\langle13\rangle=2$, and the angle ratio is $1/2$. Every square bracket vanishes, so $[13]\neq0$ fails, and the square ratio is $0/0$, which Lean's division evaluates to $0$.

## Real momenta of either energy sign

For $r_i=\varepsilon_i\overline{l_i}$, bilinearity of the determinant pulls out the real factors, and conjugation commutes with sums and products:
$$[ij]=\varepsilon_i\varepsilon_j\,\overline{\langle ij\rangle},\qquad\text{hence}\qquad s_{ij}=\varepsilon_i\varepsilon_j\,|\langle ij\rangle|^2 .$$
The lemma is the first of these equations and holds for any real $\varepsilon_i$.

```lean
/-- For real momenta the square bracket is `[ij] = ε_i ε_j conj ⟨ij⟩`. -/
theorem br_realPartner {ι : Type*} (ε : ι → ℝ) (l : ι → Spinor) (i j : ι) :
    br (realPartner ε l i) (realPartner ε l j) =
      (ε i : ℂ) * (ε j : ℂ) * conj (br (l i) (l j)) := by
  simp only [br_eq, realPartner, map_sub, map_mul]
  ring
```

Now let every $\varepsilon_i=\pm1$ and $\langle02\rangle\ne0$. Then $[02]=\varepsilon_0\varepsilon_2\overline{\langle02\rangle}\ne0$, so the complex result applies and gives $\langle13\rangle\neq0$. The relation $s_{02}=s_{13}$ becomes
$$\varepsilon_0\varepsilon_2\,|\langle02\rangle|^2=\varepsilon_1\varepsilon_3\,|\langle13\rangle|^2$$
with both squared moduli positive. The two sides must have the same sign, so $\varepsilon_0\varepsilon_2=\varepsilon_1\varepsilon_3$, which is $\varepsilon_0\varepsilon_1\varepsilon_2\varepsilon_3=1$. In the square ratio the numerator is $[23]^2=\varepsilon_2^2\varepsilon_3^2\,\overline{\langle23\rangle}^{\,2}=\overline{\langle23\rangle}^{\,2}$ and the denominator is $[02][13]=\varepsilon_0\varepsilon_1\varepsilon_2\varepsilon_3\,\overline{\langle02\rangle\langle13\rangle}=\overline{\langle02\rangle\langle13\rangle}$. All signs have gone:
$$\frac{\langle01\rangle^2}{\langle02\rangle\langle13\rangle}=\overline{\left(\frac{\langle23\rangle^2}{\langle02\rangle\langle13\rangle}\right)} .$$

The theorem `crossing_real` takes the signs `hε`, conservation of the real momenta `h`, and the single condition `hl`, which for real momenta excludes legs 0 and 2 being collinear or either having zero momentum. It concludes that the product of signs is $1$, that $\langle13\rangle\ne0$, and the displayed equation. The theorem constrains only the product of the signs and does not state how many are negative. In the proof `hr` supplies $[02]\ne0$, `key` is the complex identity, and `hreal` is the equation between signed squared moduli, with `Complex.normSq` for $|\cdot|^2$. Then `hprod` runs through the sixteen sign choices: `linarith` confirms the product in eight of them and finds a contradiction with the positivity facts `hN`, `hM` in the other eight. After `congr 1` the numerator is settled by $\varepsilon_2^2=\varepsilon_3^2=1$ and the denominator by the product of signs.

```lean
/-- For four conserved real momenta with energy signs `ε_i = ±1` and `⟨02⟩ ≠ 0`, the product of the
signs is `+1`, `⟨13⟩ ≠ 0`, and `⟨01⟩²/(⟨02⟩⟨13⟩)` is the complex conjugate of `⟨23⟩²/(⟨02⟩⟨13⟩)`. -/
theorem crossing_real {ε : Fin 4 → ℝ} {l : Fin 4 → Spinor} (hε : ∀ i, ε i = 1 ∨ ε i = -1)
    (h : Conserved l (realPartner ε l)) (hl : br (l 0) (l 2) ≠ 0) :
    ε 0 * ε 1 * ε 2 * ε 3 = 1 ∧ br (l 1) (l 3) ≠ 0 ∧
      br (l 0) (l 1) ^ 2 / (br (l 0) (l 2) * br (l 1) (l 3)) =
        conj (br (l 2) (l 3) ^ 2 / (br (l 0) (l 2) * br (l 1) (l 3))) := by
  have hne : ∀ i, (ε i : ℂ) ≠ 0 := by
    intro i
    rcases hε i with hi | hi <;> simp [hi]
  have hsq : ∀ i, (ε i : ℂ) ^ 2 = 1 := by
    intro i
    rcases hε i with hi | hi <;> simp [hi]
  have hr : br (realPartner ε l 0) (realPartner ε l 2) ≠ 0 := by
    rw [br_realPartner]
    exact mul_ne_zero (mul_ne_zero (hne 0) (hne 2)) (by simpa using hl)
  obtain ⟨hl', -, key⟩ := crossing h hl hr
  have hs := (mandelstam_relations h).2.1
  rw [mandelstam_eq, mandelstam_eq, br_realPartner, br_realPartner] at hs
  -- `s₀₂ = s₁₃` as an equation between signed squared moduli
  have hreal : ε 0 * ε 2 * Complex.normSq (br (l 0) (l 2)) =
      ε 1 * ε 3 * Complex.normSq (br (l 1) (l 3)) := by
    apply Complex.ofReal_injective
    simp only [Complex.ofReal_mul, ← Complex.mul_conj]
    linear_combination hs
  have hN := Complex.normSq_pos.2 hl
  have hM := Complex.normSq_pos.2 hl'
  have hprod : ε 0 * ε 1 * ε 2 * ε 3 = 1 := by
    rcases hε 0 with a | a <;> rcases hε 1 with b | b <;> rcases hε 2 with c | c <;>
      rcases hε 3 with d | d <;> rw [a, b, c, d] at hreal ⊢ <;> linarith
  have hp : (ε 0 : ℂ) * (ε 1 : ℂ) * (ε 2 : ℂ) * (ε 3 : ℂ) = 1 := by exact_mod_cast hprod
  refine ⟨hprod, hl', ?_⟩
  rw [key, br_realPartner, br_realPartner, br_realPartner, map_div₀, map_pow, map_mul]
  congr 1
  · linear_combination ((ε 3 : ℂ) ^ 2 * conj (br (l 2) (l 3)) ^ 2) * hsq 2
      + conj (br (l 2) (l 3)) ^ 2 * hsq 3
  · linear_combination (conj (br (l 0) (l 2)) * conj (br (l 1) (l 3))) * hp
```

## A $2\to2$ configuration with ratio $25/16$

Take $l_0=(5,0)^T$, $l_1=(0,5)^T$, $l_2=(3,4)^T$, $l_3=(-4,3)^T$ with signs $(+,+,-,-)$, so that legs 0 and 1 come in and legs 2 and 3 go out.

```lean
/-- Left-handed spinors of an explicit four-leg configuration. -/
def sampleSpinors : Fin 4 → Spinor := ![![5, 0], ![0, 5], ![3, 4], ![-4, 3]]

/-- Energy signs of the explicit configuration: two positive and two negative. -/
def sampleSigns : Fin 4 → ℝ := ![1, 1, -1, -1]
```

The spinors are real, so $p_i=\varepsilon_i\,l_il_i^T$, and conservation is the equation
$$\begin{pmatrix}25&0\\0&0\end{pmatrix}+\begin{pmatrix}0&0\\0&25\end{pmatrix}=\begin{pmatrix}9&12\\12&16\end{pmatrix}+\begin{pmatrix}16&-12\\-12&9\end{pmatrix}.$$
The angle brackets are $\langle01\rangle=25$, $\langle02\rangle=20$, $\langle03\rangle=15$, $\langle13\rangle=20$, $\langle23\rangle=25$. The square brackets acquire $\varepsilon_i\varepsilon_j$: $[01]=25$, $[02]=-20$, $[03]=-15$, $[13]=-20$, $[23]=25$. Hence $s=625$, $t=-400$, $u=-225$, which sum to zero, and both ratios equal $625/400=25/16$.

Each spinor has length 5 and each energy has magnitude $25/2$. The unit spinors are $(1,0)^T$, $(0,1)^T$, $(\tfrac35,\tfrac45)^T$, $(-\tfrac45,\tfrac35)^T$; for them the energies have magnitude $\tfrac12$, $s=1$, $t=-16/25$, $u=-9/25$, and the ratio stays $25/16$ because a common rescaling cancels between numerator and denominator. Particle 0 moves along $-z$, and the outgoing particle 2 has direction $(-24/25,\,0,\,7/25)$, so the scattering angle $\theta$ has $\cos\theta=-7/25$ and $\sin(\theta/2)=4/5$. The ratio coincides here with $1/\sin^2(\theta/2)=-s/t$.

The theorem `crossing_witness` checks the signs, the four components of conservation, $\langle02\rangle=20$, $[02]=-20$ and the angle ratio $25/16$, each by evaluating the integers. The configuration therefore satisfies the assumptions of both `crossing` and `crossing_real`.

```lean
/-- The explicit configuration has signs `±1`, conserves momentum, and has `⟨02⟩ = 20`, `[02] = -20`
and `⟨01⟩²/(⟨02⟩⟨13⟩) = 25/16`. -/
theorem crossing_witness :
    (∀ i, sampleSigns i = 1 ∨ sampleSigns i = -1) ∧
    Conserved sampleSpinors (realPartner sampleSigns sampleSpinors) ∧
    br (sampleSpinors 0) (sampleSpinors 2) = 20 ∧
    br (realPartner sampleSigns sampleSpinors 0) (realPartner sampleSigns sampleSpinors 2)
      = -20 ∧
    br (sampleSpinors 0) (sampleSpinors 1) ^ 2 /
      (br (sampleSpinors 0) (sampleSpinors 2) * br (sampleSpinors 1) (sampleSpinors 3))
      = 25 / 16 := by
  refine ⟨?_, ?_, ?_, ?_, ?_⟩
  · intro i
    fin_cases i <;> simp [sampleSigns]
  · unfold Conserved
    ext x y
    simp only [Fin.sum_univ_four, Matrix.add_apply, Matrix.zero_apply, momentum,
      vecMulVec_apply, realPartner]
    fin_cases x <;> fin_cases y <;>
      simp [sampleSigns, sampleSpinors, map_ofNat] <;> norm_num
  · simp [br_eq, sampleSpinors]
    norm_num
  · simp [br_eq, realPartner, sampleSigns, sampleSpinors, map_ofNat]
    norm_num
  · simp [br_eq, sampleSpinors]
    norm_num

end

end SpinorHelicityCrossing
```

```lean
#print axioms SpinorHelicityCrossing.contracted_conservation
#print axioms SpinorHelicityCrossing.crossing_real
```

```
'SpinorHelicityCrossing.contracted_conservation' depends on axioms: [propext, Classical.choice, Quot.sound]
'SpinorHelicityCrossing.crossing_real' depends on axioms: [propext, Classical.choice, Quot.sound]
```

## Reversing one energy sign

Keep the same four $l_i$ and change the signs to $(+,+,+,-)$. The sum of momenta is now $2\,l_2l_2^T\ne0$, so conservation is lost while all four denominator brackets remain nonzero. The angle ratio is still $25/16$. On the other side $[02]=+20$, $[13]=-20$ and $[23]^2=625$, which gives $-25/16$. The identity fails, and the product of signs is $-1$. Independence of the energy signs therefore refers to sign patterns that conservation permits.

## Single-photon exchange between massless fermions

Equation (A) and $s_{02}=\langle13\rangle[13]$ turn the ratio into $-\langle01\rangle[23]/s_{02}$. Up to a constant factor and a phase convention, this is the shape of a tree-level helicity amplitude for one photon exchanged between two distinct fermion lines, $(0,2)$ and $(1,3)$, in the limit where both fermions are massless; the identity then lets such an amplitude be written with angle brackets alone or square brackets alone. That identification, the four-vector reading of the matrices and the two failing examples are commentary and lie beyond the theorems displayed above.

The word crossing in the theorem names refers to moving a leg between the initial and final state by reversing its energy sign. What is established is that one kinematic identity holds in the same form for every conserved assignment of signs with $s_{02}\ne0$. No amplitude, Feynman rule or analytic continuation between channels is defined. The setting is exactly four legs for the ratio, four spacetime dimensions and strictly massless momenta.
